# First-order Holstein–Primakoff operators violate $[J_+,J_-]=2S_z$ by exactly $N(3N-1)/(4n)$, with $n=2S\ge 1$

## How large is the error in the spin commutator?

Expanding the Holstein–Primakoff square root to first order for a spin $S$, with $n=2S\ge 1$, gives me

$$J_+=\sqrt n\left(1-\frac{N}{2n}\right)a,\qquad J_-=J_+^*,\qquad [J_+,J_-]=n-2N+\frac{N(3N-1)}{4n}.$$

Here $a$ is a boson annihilation operator with $[a,a^*]=1$, $N=a^*a$, and spins are in units of $\hbar$. Since $S_z=n/2-N$, the last term should be the whole violation of $[J_+,J_-]=2S_z$. I reordered many operators to get there. Can this be made rigorous, with no terms dropped from the commutator of these truncated operators, and checked by machine?

## The formula is exact, and the extra term never vanishes as an operator

Yes: your formula is an identity in any complex star-algebra with $[a,a^*]=1$, and the Lean 4 file below proves it. It also proves that $N(3N-1)\neq 0$ whenever the algebra is nontrivial, so the spin relation fails for every $n\ge 1$.

Write $b=a^*$, so that $ab=N+1$ with $N=ba$. Then $aN=(N+1)a$ and $bN=(N-1)b$. For a number $c$, put $T=1-cN$. Moving a ladder operator through $T$ shifts it by $c$:

$$bT=(T+c)b,\qquad Ta=a(T+c).$$

The two products therefore become polynomials in $N$:

$$(Ta)(bT)=T(N+1)T,\qquad (bT)(Ta)=(T+c)N(T+c).$$

Everything now commutes, and the difference is

$$T^2(N+1)-(T+c)^2N=T^2-2cTN-c^2N=1-4cN+c^2N(3N-1).$$

Set $c=1/(2n)$ and multiply by $n$, which comes from the two factors $\sqrt n$. Then $4cn=2$ and $c^2n=1/(4n)$, which gives your formula.

The ladder relation $[S_z,J_+]=J_+$ survives truncation. Since $[N,a]=-a$ and $N$ commutes with $T$, we have $[S_z,J_+]=-[N,J_+]=J_+$.

To see that the defect $D=N(3N-1)$ is not zero, suppose that it is. Commuting with $a$ gives $0=[a,D]=6Na+2a$, and commuting once more gives $0=6a^2$. Hence $a^2=0$, so $0=[a^2,b]=2a$ and $a=0$. This contradicts $ab-ba=1$ unless $1=0$.

On an eigenvector with $Nv=kv$, the commutator acts as the number $n-2k+k(3k-1)/(4n)$. The error is $0$ in the vacuum and $1/(2n)$ for one boson. Only $k=0,1,\dots,n$ correspond to states of the spin. At fixed $k$ the error falls as $1/n$, which is also the order at which the next term of the square root, $-N^2/(8n^2)$, would contribute to the commutator. At $k=n$ the error is $(3n-1)/4$, which is not small beside $2S_z=-n$.

In the file, `A` is an associative complex algebra with unit, and `•` multiplies an element by a complex number. `jPlus`, `jMinus` and `spinZ` are $J_+$, $J_-$ and $S_z$, defined for a general pair `a`, `b`. The hypothesis `a * b - b * a = 1` is the canonical commutation relation, in units where the commutator is the identity; it is assumed and stands for a bosonic mode. The physical case is `b = star a`, where `StarRing` and `StarModule` make `star` behave as an adjoint: it reverses products and conjugates scalars. Your claim is `truncated_commutator`, whose left side contains `star (jPlus n a (star a))` itself.

The full Holstein–Primakoff map, with its square root, reproduces the spin algebra on the states with at most $n$ bosons. The file treats only the first-order polynomial: it neither defines the square root nor bounds the distance to it.

```lean
import Mathlib

namespace TruncatedHolsteinPrimakoff

noncomputable section

variable {A : Type*} [Ring A] [Algebra ℂ A]

/-- The first-order Holstein-Primakoff operator `J₊ = √n (1 - N/(2n)) a`, with `N = b a`. -/
def jPlus (n : ℕ) (a b : A) : A :=
  ((√(n : ℝ) : ℝ) : ℂ) • ((1 - (1 / (2 * (n : ℂ))) • (b * a)) * a)

/-- The partner operator `J₋ = √n b (1 - N/(2n))`, with `N = b a`. -/
def jMinus (n : ℕ) (a b : A) : A :=
  ((√(n : ℝ) : ℝ) : ℂ) • (b * (1 - (1 / (2 * (n : ℂ))) • (b * a)))

/-- The spin projection `S_z = n/2 - N`, with `N = b a`. -/
def spinZ (n : ℕ) (a b : A) : A := ((n : ℂ) / 2) • (1 : A) - b * a

omit [Algebra ℂ A] in
/-- For a pair with `[a, b] = 1`, exchanging `a` with `N = b a` gives `a N = N a + a`. -/
theorem annihilate_number (a b : A) (h : a * b - b * a = 1) :
    a * (b * a) = b * a * a + a := by
  rw [← mul_assoc, sub_eq_iff_eq_add'.mp h, add_mul, one_mul]

/-- For a pair with `[a, b] = 1` and `N = b a`, and any complex number `c`, the commutator of `(1 -
c N) a` and `b (1 - c N)` is `1 - 4 c N + c² N(3N - 1)`. -/
theorem commutator_linear_factor (c : ℂ) (a b : A) (h : a * b - b * a = 1) :
    (1 - c • (b * a)) * a * (b * (1 - c • (b * a)))
      - b * (1 - c • (b * a)) * ((1 - c • (b * a)) * a)
      = 1 - (4 * c) • (b * a) + c ^ 2 • (b * a * ((3 : ℂ) • (b * a) - 1)) := by
  have hab : a * b = b * a + 1 := sub_eq_iff_eq_add'.mp h
  have ha := annihilate_number a b h
  have hb : b * (b * a) = b * a * b - b := by
    rw [mul_assoc b a b, hab, mul_add, mul_one, add_sub_cancel_right]
  -- a ladder operator shifts the linear factor by c
  have left : b * (1 - c • (b * a)) = (1 - c • (b * a) + c • (1 : A)) * b := by
    simp only [mul_sub, mul_one, mul_smul_comm, hb, sub_mul, add_mul, one_mul, smul_mul_assoc]
    module
  have right : (1 - c • (b * a)) * a = a * (1 - c • (b * a) + c • (1 : A)) := by
    simp only [mul_sub, mul_add, sub_mul, one_mul, mul_one, mul_smul_comm, smul_mul_assoc, ha]
    module
  have e1 : (1 - c • (b * a)) * a * (b * (1 - c • (b * a)))
      = (1 - c • (b * a)) * (a * b) * (1 - c • (b * a)) := by
    simp only [mul_assoc]
  have e2 : b * (1 - c • (b * a)) * ((1 - c • (b * a)) * a)
      = (1 - c • (b * a) + c • (1 : A)) * (b * a) * (1 - c • (b * a) + c • (1 : A)) := by
    rw [left, right]
    simp only [mul_assoc]
  -- only polynomials in the number operator remain
  rw [e1, e2, hab]
  generalize b * a = N
  simp only [mul_add, add_mul, mul_sub, sub_mul, one_mul, mul_one, smul_mul_assoc,
    mul_smul_comm, mul_assoc]
  module

/-- For a pair with `[a, b] = 1` and `N = b a`, the truncated operators satisfy
`[J₊, J₋] = n - 2N + N(3N - 1)/(4n)`. -/
theorem commutator_pair (n : ℕ) (hn : 1 ≤ n) (a b : A) (h : a * b - b * a = 1) :
    jPlus n a b * jMinus n a b - jMinus n a b * jPlus n a b
      = (n : ℂ) • (1 : A) - (2 : ℂ) • (b * a)
        + (1 / (4 * (n : ℂ))) • (b * a * ((3 : ℂ) • (b * a) - 1)) := by
  have hn0 : (n : ℂ) ≠ 0 := Nat.cast_ne_zero.mpr (by omega)
  have hs : ((√(n : ℝ) : ℝ) : ℂ) * ((√(n : ℝ) : ℝ) : ℂ) = (n : ℂ) := by
    rw [← Complex.ofReal_mul, Real.mul_self_sqrt (Nat.cast_nonneg n)]
    simp
  have h1 : (n : ℂ) * (4 * (1 / (2 * (n : ℂ)))) = 2 := by
    field_simp
    norm_num
  have h2 : (n : ℂ) * (1 / (2 * (n : ℂ))) ^ 2 = 1 / (4 * (n : ℂ)) := by
    field_simp
    norm_num
  unfold jPlus jMinus
  rw [smul_mul_smul_comm, smul_mul_smul_comm, ← smul_sub,
    commutator_linear_factor _ a b h, hs, smul_add, smul_sub, smul_smul, smul_smul, h1, h2]

/-- In a complex star-algebra, `J₋` built with `b = a*` is the adjoint of `J₊`. -/
theorem star_jPlus [StarRing A] [StarModule ℂ A] (n : ℕ) (a : A) :
    star (jPlus n a (star a)) = jMinus n a (star a) := by
  have hs : star ((√(n : ℝ) : ℝ) : ℂ) = ((√(n : ℝ) : ℝ) : ℂ) := Complex.conj_ofReal _
  have hc : star (1 / (2 * (n : ℂ))) = 1 / (2 * (n : ℂ)) := by simp
  unfold jPlus jMinus
  simp only [star_smul, star_mul, star_sub, star_one, star_star, hs, hc]

/-- For a boson mode with `[a, a*] = 1` and `N = a* a`, the truncated operator `J₊` and its
adjoint satisfy `[J₊, J₊*] = n - 2N + N(3N - 1)/(4n)`. -/
theorem truncated_commutator [StarRing A] [StarModule ℂ A] (n : ℕ) (hn : 1 ≤ n) (a : A)
    (h : a * star a - star a * a = 1) :
    jPlus n a (star a) * star (jPlus n a (star a))
        - star (jPlus n a (star a)) * jPlus n a (star a)
      = (n : ℂ) • (1 : A) - (2 : ℂ) • (star a * a)
        + (1 / (4 * (n : ℂ))) • (star a * a * ((3 : ℂ) • (star a * a) - 1)) := by
  rw [star_jPlus]
  exact commutator_pair n hn a (star a) h

/-- For a pair with `[a, b] = 1`, the truncated operator satisfies the ladder relation `[S_z, J₊] =
J₊` exactly. -/
theorem ladder_relation (n : ℕ) (a b : A) (h : a * b - b * a = 1) :
    spinZ n a b * jPlus n a b - jPlus n a b * spinZ n a b = jPlus n a b := by
  have ha := annihilate_number a b h
  unfold spinZ jPlus
  generalize b * a = N at ha ⊢
  simp only [mul_sub, sub_mul, one_mul, mul_one, smul_mul_assoc, mul_smul_comm, mul_assoc,
    ha, mul_add]
  module

/-- In a nontrivial algebra with `[a, b] = 1` and `N = b a`, the operator `N(3N - 1)` is
not zero. -/
theorem defect_ne_zero [Nontrivial A] (a b : A) (h : a * b - b * a = 1) :
    b * a * ((3 : ℂ) • (b * a) - 1) ≠ 0 := by
  intro hX
  have hab : a * b = b * a + 1 := sub_eq_iff_eq_add'.mp h
  have ha := annihilate_number a b h
  generalize hNd : b * a = N at ha hX
  have hN2 : a * (N * N) = N * (N * a) + N * a + N * a + a := by
    rw [← mul_assoc, ha, add_mul, mul_assoc, ha, mul_add]
    abel
  have hN3 : a * (N * a) = N * (a * a) + a * a := by
    rw [← mul_assoc, ha, add_mul, mul_assoc]
  -- each commutator with a lowers the degree in N
  have h1 : (6 : ℂ) • (N * a) + (2 : ℂ) • a = 0 := by
    calc (6 : ℂ) • (N * a) + (2 : ℂ) • a
        = a * (N * ((3 : ℂ) • N - 1)) - N * ((3 : ℂ) • N - 1) * a := by
          simp only [mul_sub, sub_mul, mul_one, smul_mul_assoc, mul_smul_comm, mul_assoc,
            hN2, ha]
          module
      _ = 0 := by rw [hX, mul_zero, zero_mul, sub_zero]
  have h2 : (6 : ℂ) • (a * a) = 0 := by
    calc (6 : ℂ) • (a * a)
        = a * ((6 : ℂ) • (N * a) + (2 : ℂ) • a) - ((6 : ℂ) • (N * a) + (2 : ℂ) • a) * a := by
          simp only [mul_add, add_mul, smul_mul_assoc, mul_smul_comm, mul_assoc, hN3]
          module
      _ = 0 := by rw [h1, mul_zero, zero_mul, sub_zero]
  have h3 : a * a = 0 := (smul_eq_zero.mp h2).resolve_left (by norm_num)
  -- the commutator of a² with b is 2a
  have h4 : (2 : ℂ) • a = 0 := by
    calc (2 : ℂ) • a = a * a * b - b * (a * a) := by
          rw [mul_assoc a a b, hab, mul_add, ← mul_assoc a b a, hab, add_mul,
            mul_assoc b a a, one_mul, mul_one]
          module
      _ = 0 := by rw [h3, mul_zero, zero_mul, sub_zero]
  have h5 : a = 0 := (smul_eq_zero.mp h4).resolve_left (by norm_num)
  rw [h5, zero_mul, mul_zero, sub_zero] at h
  exact zero_ne_one h

/-- In a nontrivial algebra with `[a, b] = 1`, the truncated operators violate the spin relation
`[J₊, J₋] = 2 S_z` for every `n ≥ 1`. -/
theorem spin_relation_fails [Nontrivial A] (n : ℕ) (hn : 1 ≤ n) (a b : A)
    (h : a * b - b * a = 1) :
    jPlus n a b * jMinus n a b - jMinus n a b * jPlus n a b ≠ (2 : ℂ) • spinZ n a b := by
  intro hc
  have hn0 : (n : ℂ) ≠ 0 := Nat.cast_ne_zero.mpr (by omega)
  have hz : (2 : ℂ) • spinZ n a b = (n : ℂ) • (1 : A) - (2 : ℂ) • (b * a) := by
    unfold spinZ
    module
  rw [commutator_pair n hn a b h, hz, add_eq_left] at hc
  exact defect_ne_zero a b h ((smul_eq_zero.mp hc).resolve_left (by simp [hn0]))

/-- For linear maps with `[a, b] = 1` and `N = b a`, and for `n ≥ 1`, the commutator `[J₊, J₋]` acts
on a vector with `N v = k v` as the number `n - 2k + k(3k - 1)/(4n)`. -/
theorem commutator_on_number_state {V : Type*} [AddCommGroup V] [Module ℂ V]
    (n : ℕ) (hn : 1 ≤ n) (a b : Module.End ℂ V) (h : a * b - b * a = 1)
    (k : ℂ) (v : V) (hv : b (a v) = k • v) :
    (jPlus n a b * jMinus n a b - jMinus n a b * jPlus n a b) v
      = ((n : ℂ) - 2 * k + k * (3 * k - 1) / (4 * (n : ℂ))) • v := by
  rw [commutator_pair n hn a b h]
  simp only [LinearMap.add_apply, LinearMap.sub_apply, LinearMap.smul_apply,
    Module.End.mul_apply, Module.End.one_apply, map_sub, map_smul, hv]
  module

/-- Differentiation and multiplication by `X` on complex polynomials satisfy `[a, b] = 1`. -/
theorem commutation_witness :
    (Polynomial.derivative : Module.End ℂ (Polynomial ℂ))
        * LinearMap.mulLeft ℂ (Polynomial.X : Polynomial ℂ)
      - LinearMap.mulLeft ℂ (Polynomial.X : Polynomial ℂ)
        * (Polynomial.derivative : Module.End ℂ (Polynomial ℂ)) = 1 := by
  apply LinearMap.ext
  intro p
  simp only [LinearMap.sub_apply, Module.End.mul_apply, LinearMap.mulLeft_apply,
    Polynomial.derivative_mul, Polynomial.derivative_X, Module.End.one_apply]
  ring

end

end TruncatedHolsteinPrimakoff
```

```lean
#print axioms TruncatedHolsteinPrimakoff.truncated_commutator
#print axioms TruncatedHolsteinPrimakoff.ladder_relation
#print axioms TruncatedHolsteinPrimakoff.spin_relation_fails
#print axioms TruncatedHolsteinPrimakoff.commutator_on_number_state
```

```
'TruncatedHolsteinPrimakoff.truncated_commutator' depends on axioms: [propext, Classical.choice, Quot.sound]
'TruncatedHolsteinPrimakoff.ladder_relation' depends on axioms: [propext, Classical.choice, Quot.sound]
'TruncatedHolsteinPrimakoff.spin_relation_fails' depends on axioms: [propext, Classical.choice, Quot.sound]
'TruncatedHolsteinPrimakoff.commutator_on_number_state' depends on axioms: [propext, Classical.choice, Quot.sound]
```

The proof follows the calculation above. `annihilate_number` is $aN=Na+a$. In `commutator_linear_factor`, the steps `left` and `right` are the two shifts of $T$. Then `e1` and `e2` regroup the products, and `hab` replaces $ab$ by $N+1$, so that only $N$ remains. The line `generalize b * a = N` then forgets how $N$ was built, `simp` expands the products, and `module` compares the coefficients.

`commutator_pair` restores the prefactor: `hs` is $\sqrt n\,\sqrt n=n$, while `h1` and `h2` are the two coefficient identities for $c=1/(2n)$. `star_jPlus` shows that $J_-$ is the adjoint of $J_+$, because the scalars involved are real. `truncated_commutator` combines these two results.

`ladder_relation` moves $a$ past $N$ and collects terms. In `defect_ne_zero`, `h1` to `h5` are the successive consequences $6Na+2a=0$, $6a^2=0$, $a^2=0$, $2a=0$ and $a=0$. `spin_relation_fails` subtracts $2S_z=n-2N$ from the commutator and applies that lemma. `commutator_on_number_state` substitutes $Nv=kv$, for linear maps on a complex vector space and any complex $k$.

Finally, `commutation_witness` uses the product rule to show that $a=d/dX$ and $b=X$ on complex polynomials satisfy $[a,b]=1$. This is an example for the pair version; it puts no star structure on the polynomial operators.

The commutation relation matters as soon as you store the boson as a finite matrix. Keep only $|0\rangle$ and $|1\rangle$, with $a=|0\rangle\langle 1|$. Then $[a,a^*]=\mathrm{diag}(1,-1)$, which is not the identity. Take $n=1$. Since $Na=0$, we get $J_+=a$, so $[J_+,J_-]$ has the value $-1$ on $|1\rangle$, whereas the formula gives $1-2+\tfrac12=-\tfrac12$. The value $-1$ is that of $2S_z$: this cutoff happens to satisfy the spin-½ relation exactly, and the formula does not apply because its hypothesis $[a,a^*]=1$ fails.

Another model would take $a$ and $a^*$ as unbounded operators on Fock space. The identity would then be stated on a common domain that both operators preserve, such as the finite combinations of number states, and `star` would become the Hilbert-space adjoint, with its domain questions. The algebraic version avoids domains, but the file defines no inner product, norm or expectation value.
